# Equal Gaussian charges on a chain or an orthorhombic lattice are densest exactly at the lattice points

Put the same positive Gaussian charge cloud on every site of a crystal. If the clouds are narrow, the total density clearly peaks at the sites. If they are as wide as the lattice spacing, a point between two sites collects tails from many neighbours, and it is less clear that the sites still win. They do, at every width, both on a chain and on an orthorhombic lattice (here always the primitive one, with one site per rectangular cell) whose Gaussians have their principal axes along the cell axes. Maxima here are the points where the density takes its overall largest value; the theorems do not deal with lower, local maxima.

Sums of Gaussian clouds appear as the smooth screening density in Ewald summation. The result applies there when each cell holds one cloud and all are equal; if the clouds are negative, the maxima become minima. The atomic densities superposed in electronic-structure codes are in general not single Gaussians, so for them the sum is only a simple model. Treating a real crystal's charge density as a sum of such rigid clouds is an assumption of the model.

```lean
import Mathlib

open scoped Real

namespace PeriodicGaussianMaximum

noncomputable section
```

## The density in cell units and in physical units

Measure $x$ in lattice constants and let $t>0$ be the sharpness of the Gaussians (not a time). The density is

$$f_t(x)=\sum_{n\in\mathbb Z}e^{-\pi t(n+x)^2}.$$

The term $n$ is centred at $-n$, so the centres run over all integers. Each Gaussian has height 1 and area $1/\sqrt t$. The density for unit charge per site is therefore $\sqrt t\,f_t(x)$.

```lean
/-- Density at `x` of equal Gaussian charges centred at all integers, with sharpness `t`;
lengths are in units of the lattice constant. The domain is `t > 0`. -/
def density (t x : ℝ) : ℝ := ∑' n : ℤ, Real.exp (-π * t * ((n : ℝ) + x) ^ 2)
```

For lattice constant $a$ and standard deviation $\sigma$, the chain density is $\sum_n e^{-(x+na)^2/(2\sigma^2)}$. Unit charge per site would add the factor $1/(\sigma\sqrt{2\pi})$, which does not move the maxima.

```lean
/-- Density at `x` of Gaussian charges of width `σ` on a chain with lattice constant `a`.
The domain is `a > 0`, `σ > 0`. -/
def chainDensity (a σ x : ℝ) : ℝ :=
  ∑' n : ℤ, Real.exp (-(x + n * a) ^ 2 / (2 * σ ^ 2))
```

In three dimensions, $r=(r_0,r_1,r_2)$ are fractional coordinates and each axis $i$ has its own sharpness $t_i$:

$$F_t(r)=\sum_{n\in\mathbb Z^3}e^{-\pi\left[t_0(n_0+r_0)^2+t_1(n_1+r_1)^2+t_2(n_2+r_2)^2\right]}.$$

Spherical Gaussians of width $\sigma$ in a cell with edges $a_i$ correspond to $t_i=a_i^2/(2\pi\sigma^2)$.

```lean
/-- Density of Gaussian charges on an orthorhombic lattice at fractional coordinates `r`,
with sharpness `t i` along axis `i`. The domain is `t i > 0` for every `i`. -/
def crystalDensity (t r : Fin 3 → ℝ) : ℝ :=
  ∑' n : ℤ × ℤ × ℤ, Real.exp (-π * (t 0 * ((n.1 : ℝ) + r 0) ^ 2
    + t 1 * ((n.2.1 : ℝ) + r 1) ^ 2 + t 2 * ((n.2.2 : ℝ) + r 2) ^ 2))
```

`Fin 3 → ℝ` is a triple of reals indexed by 0, 1, 2. The components of the integer triple `n` are `n.1`, `n.2.1` and `n.2.2`.

## The tails have a finite sum

Since $(n+x)^2-\tfrac12n^2+x^2=\tfrac12(n+2x)^2\ge0$ and $n^2\ge|n|$,

$$e^{-\pi t(n+x)^2}\le e^{\pi tx^2}e^{-\pi tn^2/2}\le e^{\pi tx^2}e^{-\pi t|n|/2},$$

and the right-hand side is a convergent geometric series in each direction.

```lean
/-- For `t > 0` the sum of the Gaussian tails reaching the point `x` converges. -/
theorem summable_gaussian {t : ℝ} (ht : 0 < t) (x : ℝ) :
    Summable (fun n : ℤ => Real.exp (-π * t * ((n : ℝ) + x) ^ 2)) := by
  have h := ((summable_jacobiTheta₂_term_iff (((t * x : ℝ) : ℂ) * Complex.I)
    ((t : ℂ) * Complex.I)).mpr (by simpa using ht)).norm.mul_left (Real.exp (-π * t * x ^ 2))
  have e : (fun n : ℤ => Real.exp (-π * t * ((n : ℝ) + x) ^ 2)) = fun n : ℤ =>
      Real.exp (-π * t * x ^ 2) * ‖jacobiTheta₂_term n (((t * x : ℝ) : ℂ) * Complex.I)
        ((t : ℂ) * Complex.I)‖ := by
    funext n
    rw [norm_jacobiTheta₂_term, ← Real.exp_add]
    congr 1
    simp only [Complex.im_ofReal_mul, Complex.I_im]
    ring
  rw [e]
  exact h
```

Lean takes the convergence from Mathlib's Jacobi theta function instead. Expanding the square gives $e^{-\pi tx^2}e^{-\pi tn^2-2\pi tnx}$, and the second factor is the norm of a theta-series term with arguments $itx$ and $it$.

## A shift by whole cells changes nothing

For an integer $k$, the term $n$ of $f_t(x+k)$ is $e^{-\pi t(n+k+x)^2}$, which is the term $n+k$ of $f_t(x)$. Relabelling the sum gives $f_t(x+k)=f_t(x)$.

```lean
/-- The density is unchanged by a shift through a whole number of cells. -/
theorem density_add_int (t x : ℝ) (k : ℤ) : density t (x + k) = density t x := by
  unfold density
  rw [← (Equiv.addRight k).tsum_eq (fun n : ℤ => Real.exp (-π * t * ((n : ℝ) + x) ^ 2))]
  refine tsum_congr fun n => ?_
  simp only [Equiv.coe_addRight]
  push_cast
  congr 1
  ring
```

`Equiv.addRight k` is this relabelling $n\mapsto n+k$.

## The deficit is a sum of squares over the reciprocal lattice

The function $\sqrt t\,f_t$ has period 1. Its Fourier coefficients are found by joining the integrals over single cells into one over the whole line:

$$\sqrt t\int_0^1 f_t(y)e^{-2\pi imy}\,dy=\sqrt t\int_{-\infty}^{\infty}e^{-\pi tu^2}e^{-2\pi imu}\,du=e^{-\pi m^2/t}.$$

The tail bound above is uniform for $x$ in a bounded interval, so $f_t$ is continuous. Since the coefficients are also summable, the Fourier series converges to the function at every point. The coefficients are even in $m$, so the sine parts cancel:

$$\sqrt t\,f_t(y)=\sum_{m\in\mathbb Z}e^{-\pi m^2/t}\cos(2\pi my).$$

Subtract the value at $y=x$ from the value at $y=0$ and use $1-\cos2\theta=2\sin^2\theta$:

$$\sqrt t\,[f_t(0)-f_t(x)]=\sum_{m\in\mathbb Z}2e^{-\pi m^2/t}\sin^2(\pi mx).$$

Every term is nonnegative. In real space the competition between tails is hard to judge; in reciprocal space all coefficients are positive, and all plane waves are in phase at the lattice points.

```lean
/-- For `t > 0`, the amount by which the density at `x` falls short of its value at a lattice
point, times `√t`, is a sum of nonnegative terms over the reciprocal lattice. -/
theorem hasSum_deficit {t : ℝ} (ht : 0 < t) (x : ℝ) :
    HasSum (fun m : ℤ => 2 * Real.exp (-π * t⁻¹ * (m : ℝ) ^ 2) * Real.sin (π * m * x) ^ 2)
      (Real.sqrt t * (density t 0 - density t x)) := by
  -- Poisson summation at an arbitrary point
  have hy : ∀ y : ℝ, HasSum (fun m : ℤ => Real.exp (-π * t⁻¹ * (m : ℝ) ^ 2) *
      Real.cos (2 * π * m * y)) (Real.sqrt t * density t y) := by
    intro y
    let F : ℤ → ℂ := fun m => Complex.exp (-π * ((t⁻¹ : ℝ) : ℂ) * (m : ℂ) ^ 2
      + 2 * π * (-Complex.I * y) * (m : ℂ))
    have hF : ∀ m : ℤ, F m = ((Real.exp (-π * t⁻¹ * (m : ℝ) ^ 2) : ℝ) : ℂ) *
        Complex.exp (((-(2 * π * m * y) : ℝ) : ℂ) * Complex.I) := by
      intro m
      simp only [F]
      rw [Complex.ofReal_exp, ← Complex.exp_add]
      congr 1
      push_cast
      ring
    have hs : Summable F := by
      apply Summable.of_norm
      have e : (fun m => ‖F m‖) = fun m : ℤ => Real.exp (-π * t⁻¹ * (m : ℝ) ^ 2) := by
        funext m
        rw [hF, norm_mul, Complex.norm_exp_ofReal_mul_I, mul_one, Complex.norm_real,
          Real.norm_eq_abs, abs_of_pos (Real.exp_pos _)]
      rw [e]
      simpa only [add_zero] using summable_gaussian (inv_pos.mpr ht) 0
    have hval : ∑' m, F m = ((Real.sqrt t * density t y : ℝ) : ℂ) := by
      have h := Complex.tsum_exp_neg_quadratic (a := ((t⁻¹ : ℝ) : ℂ))
        (by rw [Complex.ofReal_re]; positivity) (-Complex.I * y)
      have hc : 1 / ((t⁻¹ : ℝ) : ℂ) ^ (1 / 2 : ℂ) = ((Real.sqrt t : ℝ) : ℂ) := by
        have h2 : ((t⁻¹ : ℝ) : ℂ) ^ (1 / 2 : ℂ) = (((t⁻¹) ^ (1 / 2 : ℝ) : ℝ) : ℂ) := by
          rw [Complex.ofReal_cpow (by positivity)]
          norm_num
        rw [h2, ← Real.sqrt_eq_rpow, Real.sqrt_inv]
        simp
      rw [hc] at h
      refine h.trans ?_
      rw [Complex.ofReal_mul, density, Complex.ofReal_tsum]
      congr 1
      refine tsum_congr fun n => ?_
      rw [Complex.ofReal_exp]
      congr 1
      have hI : Complex.I * (-Complex.I * y) = (y : ℂ) := by
        linear_combination (-(y : ℂ)) * Complex.I_sq
      rw [hI]
      push_cast
      rw [div_inv_eq_mul]
    have h0 := hs.hasSum
    rw [hval] at h0
    have h : HasSum (fun m => (F m).re) (Real.sqrt t * density t y) :=
      Complex.reCLM.hasSum h0
    have e : ∀ m : ℤ, (F m).re =
        Real.exp (-π * t⁻¹ * (m : ℝ) ^ 2) * Real.cos (2 * π * m * y) := by
      intro m
      rw [hF, Complex.re_ofReal_mul, Complex.exp_ofReal_mul_I_re, Real.cos_neg]
    simpa only [e] using h
  -- subtract the values at `0` and `x`, and use the half-angle formula
  have h : HasSum (fun m : ℤ =>
      Real.exp (-π * t⁻¹ * (m : ℝ) ^ 2) * Real.cos (2 * π * m * 0) -
      Real.exp (-π * t⁻¹ * (m : ℝ) ^ 2) * Real.cos (2 * π * m * x))
      (Real.sqrt t * density t 0 - Real.sqrt t * density t x) := (hy 0).sub (hy x)
  rw [mul_sub]
  convert h using 1
  funext m
  have hc : Real.cos (2 * π * m * x) = 1 - 2 * Real.sin (π * m * x) ^ 2 := by
    rw [show 2 * π * m * x = 2 * (π * m * x) by ring, Real.cos_two_mul, Real.cos_sq']
    ring
  rw [hc, mul_zero, Real.cos_zero]
  ring
```

`HasSum g s` says that the series with terms `g` converges to `s`. The inner statement `hy` is the cosine series. It comes from Mathlib's Poisson formula for Gaussians, `Complex.tsum_exp_neg_quadratic`, used with quadratic coefficient $1/t$ and linear parameter $-iy$, after which the real part is taken. The closing lines do the subtraction and the half-angle step.

## The shortest reciprocal vectors bound the contrast

Dropping all terms except $m=1$ and $m=-1$, which are equal, leaves

$$4e^{-\pi/t}\sin^2(\pi x)\le\sqrt t\,[f_t(0)-f_t(x)].$$

The right-hand side is the drop in density for unit charge per site, whose mean over a cell is 1. For $\sigma=a$ one has $\pi/t=2\pi^2$, so the midpoint lies below the peak by at least $4e^{-2\pi^2}\approx1.1\times10^{-8}$. The dropped terms, with $|m|\ge2$, add less than $10^{-33}$ at any $x$, so the true drop is also about this size. The modulation is faint, but its maxima are still at the sites.

```lean
/-- For `t > 0`, the density at `x` lies below its value at a lattice point by at least
`4 exp(-π/t) sin²(πx) / √t`. -/
theorem contrast_bound {t : ℝ} (ht : 0 < t) (x : ℝ) :
    4 * Real.exp (-π * t⁻¹) * Real.sin (π * x) ^ 2 ≤
      Real.sqrt t * (density t 0 - density t x) := by
  -- keep only the shortest reciprocal vectors
  have h := sum_le_hasSum ({1, -1} : Finset ℤ) (fun m _ => by positivity) (hasSum_deficit ht x)
  rw [Finset.sum_pair (by norm_num)] at h
  have hs : Real.sin (π * (-1) * x) = -Real.sin (π * x) := by
    rw [← Real.sin_neg]
    congr 1
    ring
  push_cast at h
  rw [hs] at h
  norm_num at h ⊢
  linarith
```

`sum_le_hasSum` states that a finite part of a convergent series with nonnegative remaining terms is at most the total. The rest of the proof evaluates the two terms.

## The maxima on the line are the integers

The left side of the contrast bound is nonnegative and $\sqrt t>0$, so $f_t(x)\le f_t(0)$. If the two values are equal, the bound reads $4e^{-\pi/t}\sin^2(\pi x)\le0$. The exponential is positive, hence $\sin(\pi x)=0$, so $\pi x=k\pi$ and $x=k$ for some integer $k$. Conversely, periodicity gives $f_t(k)=f_t(0)$.

```lean
/-- For `t > 0` the density of overlapping Gaussian charges is nowhere larger than at the
lattice point `0`, and it equals that value exactly when `x` is an integer. -/
theorem density_le_and_eq_iff {t : ℝ} (ht : 0 < t) (x : ℝ) :
    density t x ≤ density t 0 ∧ (density t x = density t 0 ↔ ∃ k : ℤ, x = k) := by
  have hb := contrast_bound ht x
  refine ⟨?_, ?_, ?_⟩
  · have h0 := le_trans (by positivity) hb
    exact sub_nonneg.mp ((mul_nonneg_iff_of_pos_left (Real.sqrt_pos.mpr ht)).mp h0)
  · intro h
    rw [h, sub_self, mul_zero] at hb
    -- no deficit means that `sin (π x)` vanishes
    have hs : Real.sin (π * x) = 0 := by
      by_contra hne
      have hp : 0 < 4 * Real.exp (-π * t⁻¹) * Real.sin (π * x) ^ 2 := by positivity
      linarith
    obtain ⟨k, hk⟩ := Real.sin_eq_zero_iff.mp hs
    exact ⟨k, mul_left_cancel₀ Real.pi_ne_zero (by linarith)⟩
  · rintro ⟨k, rfl⟩
    simpa only [zero_add] using density_add_int t 0 k
```

The theorem joins the inequality to an equivalence: `∃ k : ℤ, x = k` says that the real number `x` is an integer. The three bullets of the proof are the inequality, the forward direction and the converse.

## The chain with lattice constant $a$ and width $\sigma$

Taking $a$ out of the square gives

$$\frac{(x+na)^2}{2\sigma^2}=\frac{a^2}{2\sigma^2}\left(n+\frac xa\right)^2=\pi t\left(n+\frac xa\right)^2,\qquad t=\frac{a^2}{2\pi\sigma^2}.$$

The chain density at $x$ is therefore $f_t(x/a)$. It is largest exactly when $x/a=k$, that is, at $x=ka$.

```lean
/-- On a chain with lattice constant `a > 0` and Gaussian width `σ > 0`, the density is largest
at the origin, and takes that value exactly at the integer multiples of `a`. -/
theorem chainDensity_le_and_eq_iff {a σ : ℝ} (ha : 0 < a) (hσ : 0 < σ) (x : ℝ) :
    chainDensity a σ x ≤ chainDensity a σ 0 ∧
      (chainDensity a σ x = chainDensity a σ 0 ↔ ∃ k : ℤ, x = k * a) := by
  -- measure lengths in units of `a`
  have e : ∀ y, chainDensity a σ y = density (a ^ 2 / (2 * π * σ ^ 2)) (y / a) := by
    intro y
    unfold chainDensity density
    refine tsum_congr fun n => ?_
    congr 1
    have hp := Real.pi_ne_zero
    field_simp
    ring
  have h := density_le_and_eq_iff (t := a ^ 2 / (2 * π * σ ^ 2)) (by positivity) (x / a)
  rw [e, e, zero_div]
  simpa only [div_eq_iff ha.ne'] using h
```

The statement `e` is this change of units, and `div_eq_iff` turns $x/a=k$ into $x=ka$.

## The orthorhombic density factorises

The exponent has no cross terms, so each three-dimensional Gaussian is a product of three one-dimensional ones. All the series converge absolutely, and the triple sum separates:

$$F_t(r)=f_{t_0}(r_0)\,f_{t_1}(r_1)\,f_{t_2}(r_2).$$

```lean
/-- If every `t i > 0`, the orthorhombic density is the product of three chain densities. -/
theorem crystalDensity_eq_mul {t : Fin 3 → ℝ} (ht : ∀ i, 0 < t i) (r : Fin 3 → ℝ) :
    crystalDensity t r =
      density (t 0) (r 0) * (density (t 1) (r 1) * density (t 2) (r 2)) := by
  have s := fun i => summable_gaussian (ht i) (r i)
  have s12 := (s 1).mul_of_nonneg (s 2) (fun _ => (Real.exp_pos _).le)
    (fun _ => (Real.exp_pos _).le)
  unfold crystalDensity density
  rw [tsum_mul_tsum_of_summable_norm (s 1).norm (s 2).norm,
    tsum_mul_tsum_of_summable_norm (s 0).norm s12.norm]
  refine tsum_congr fun n => ?_
  simp only [← Real.exp_add]
  congr 1
  ring
```

`tsum_mul_tsum_of_summable_norm` turns a product of two absolutely convergent sums into one sum over pairs. It is used first for axes 1 and 2, then to bring in axis 0.

## The maxima in the crystal

Write $A_i=f_{t_i}(r_i)$ and $B_i=f_{t_i}(0)$. Every Gaussian is positive, so $0<A_i\le B_i$, and multiplying the three inequalities gives

$$F_t(r)=A_0A_1A_2\le B_0B_1B_2=F_t(0).$$

If some $A_i$ were smaller than $B_i$, the product would be strictly smaller, because all factors are positive. Equality therefore means $A_i=B_i$ for every $i$, which by the one-dimensional result means that every $r_i$ is an integer.

```lean
/-- If every `t i > 0`, the orthorhombic density is largest at the origin, and takes that value
exactly where all three fractional coordinates are integers. -/
theorem crystalDensity_le_and_eq_iff {t : Fin 3 → ℝ} (ht : ∀ i, 0 < t i) (r : Fin 3 → ℝ) :
    crystalDensity t r ≤ crystalDensity t 0 ∧
      (crystalDensity t r = crystalDensity t 0 ↔ ∀ i, ∃ k : ℤ, r i = k) := by
  have pos : ∀ i y, 0 < density (t i) y := fun i y =>
    (summable_gaussian (ht i) y).tsum_pos (fun _ => (Real.exp_pos _).le) 0 (Real.exp_pos _)
  have h := fun i => density_le_and_eq_iff (ht i) (r i)
  have h12 : density (t 1) (r 1) * density (t 2) (r 2) ≤ density (t 1) 0 * density (t 2) 0 :=
    mul_le_mul (h 1).1 (h 2).1 (pos 2 _).le (pos 1 _).le
  rw [crystalDensity_eq_mul ht, crystalDensity_eq_mul ht]
  simp only [Pi.zero_apply]
  refine ⟨mul_le_mul (h 0).1 h12 (mul_pos (pos 1 _) (pos 2 _)).le (pos 0 _).le, ?_⟩
  -- equal products of ordered positive factors have equal factors
  rw [mul_eq_mul_iff_eq_and_eq_of_pos (h 0).1 h12 (pos 0 _) (mul_pos (pos 1 _) (pos 2 _)),
    mul_eq_mul_iff_eq_and_eq_of_pos (h 1).1 (h 2).1 (pos 1 _) (pos 2 _),
    (h 0).2, (h 1).2, (h 2).2]
  constructor
  · rintro ⟨h0, h1, h2⟩ i
    fin_cases i
    · exact h0
    · exact h1
    · exact h2
  · intro hr
    exact ⟨hr 0, hr 1, hr 2⟩

end

end PeriodicGaussianMaximum
```

In `crystalDensity t 0` the `0` is the origin, the triple of zeros. `mul_eq_mul_iff_eq_and_eq_of_pos` splits the equality of products into equalities of factors, and `fin_cases i` treats the three axes one at a time.

```lean
#print axioms PeriodicGaussianMaximum.chainDensity_le_and_eq_iff
-- 'PeriodicGaussianMaximum.chainDensity_le_and_eq_iff' depends on axioms: [propext, Classical.choice, Quot.sound]
#print axioms PeriodicGaussianMaximum.crystalDensity_le_and_eq_iff
-- 'PeriodicGaussianMaximum.crystalDensity_le_and_eq_iff' depends on axioms: [propext, Classical.choice, Quot.sound]
```

## Oblique cells and tilted Gaussians

The reciprocal-space argument also works without factorisation. Let $S$ be a symmetric positive definite $3\times3$ matrix and set $G(r)=\sum_{n\in\mathbb Z^3}e^{-\pi(n+r)^{T}S(n+r)}$, which describes equal Gaussians on any Bravais lattice, with $r$ in fractional coordinates of a primitive cell. Three-dimensional Poisson summation, used here without a Lean proof, gives

$$\sqrt{\det S}\,[G(0)-G(r)]=\sum_{m\in\mathbb Z^3}2e^{-\pi m^{T}S^{-1}m}\sin^2(\pi\,m\cdot r).$$

All terms are again nonnegative. If the sum vanishes, the terms with $m$ equal to the three unit vectors force each $r_i$ to be an integer, so the density again takes its overall largest value exactly at the lattice points.
